# For a Slater determinant of N ≥ 1 fermions, the probabilities of "all in a region" and "all outside it" sum to at most 1

Put two fermions in orthonormal orbitals whose overlap matrix inside a region $R$ is diagonal, with entries $p,q\in[0,1]$: both are in $R$ with probability $pq$ and both outside with probability $(1-p)(1-q)$. The sum is $1-p(1-q)-q(1-p)\le 1$, and the missing part is the probability of finding one on each side.

```lean
import Mathlib

open scoped Matrix ComplexOrder ComplexConjugate

namespace FermionRegionProbability

variable {n X : Type*} [Fintype n] [DecidableEq n]

local notation "ε(" σ ")" => ((Equiv.Perm.sign σ : ℤ) : ℂ)

/-- The overlap matrix of the orbitals (columns of `φ`) restricted to the sites of a region `R`. -/
def regionOverlap (φ : Matrix X n ℂ) (R : Finset X) : Matrix n n ℂ :=
  Matrix.of fun i j => ∑ x ∈ R, conj (φ x i) * φ x j

/-- The weight of the Slater determinant of the orbitals `φ` on configurations with every
particle in `R`: the sum of `|det φ(x_i, j)|² / N!` over all ordered positions in `R`.
For orthonormal orbitals it is the probability of finding all particles in `R`. -/
noncomputable def probAllIn (φ : Matrix X n ℂ) (R : Finset X) : ℝ :=
  (∑ x ∈ Fintype.piFinset (fun _ : n => R), ‖(φ.submatrix x id).det‖ ^ 2) /
    (Nat.factorial (Fintype.card n) : ℝ)

/-- A positive semidefinite matrix is diagonal in a unitary basis, with nonnegative entries. -/
theorem exists_eigenmodes {S : Matrix n n ℂ} (hS : S.PosSemidef) :
    ∃ (U : Matrix n n ℂ) (d : n → ℝ), U * Uᴴ = 1 ∧ (∀ i, 0 ≤ d i) ∧
      S = U * Matrix.diagonal (fun i => (d i : ℂ)) * Uᴴ := by
  refine ⟨hS.isHermitian.eigenvectorUnitary, hS.isHermitian.eigenvalues,
    Matrix.mem_unitaryGroup_iff.1 hS.isHermitian.eigenvectorUnitary.2,
    hS.eigenvalues_nonneg, ?_⟩
  have h := hS.isHermitian.spectral_theorem
  rw [Unitary.conjStarAlgAut_apply] at h
  exact h

/-- A unitary change of orbitals leaves the determinant of a diagonal matrix equal to the product of
its diagonal entries. -/
theorem det_unitary_diagonal {U : Matrix n n ℂ} (hU : U * Uᴴ = 1) (f : n → ℂ) :
    (U * Matrix.diagonal f * Uᴴ).det = ∏ i, f i := by
  rw [Matrix.det_mul_comm, ← Matrix.mul_assoc, mul_eq_one_comm.1 hU, Matrix.one_mul,
    Matrix.det_diagonal]

/-- For positive semidefinite `T` of size at least one, `1 + det T ≤ det (1 + T)`. -/
theorem one_add_det_le [Nonempty n] {T : Matrix n n ℂ} (hT : T.PosSemidef) :
    1 + T.det ≤ (1 + T).det := by
  obtain ⟨U, d, hU, hd, hTd⟩ := exists_eigenmodes hT
  have hdiag : Matrix.diagonal (fun i => 1 + (d i : ℂ)) =
      1 + Matrix.diagonal (fun i => (d i : ℂ)) := by
    ext i j
    by_cases h : i = j <;> simp [h]
  have h1 : 1 + T = U * Matrix.diagonal (fun i => 1 + (d i : ℂ)) * Uᴴ := by
    rw [hdiag, Matrix.mul_add, Matrix.add_mul, Matrix.mul_one, hU, ← hTd]
  rw [h1, hTd, det_unitary_diagonal hU, det_unitary_diagonal hU]
  -- the inequality between products of eigenvalues, with one eigenvalue split off
  have hreal : 1 + ∏ i, d i ≤ ∏ i, (1 + d i) := by
    obtain ⟨k⟩ := ‹Nonempty n›
    have e1 := Finset.mul_prod_erase Finset.univ d (Finset.mem_univ k)
    have e2 : (1 + d k) * ∏ i ∈ Finset.univ.erase k, (1 + d i) = ∏ i, (1 + d i) :=
      Finset.mul_prod_erase Finset.univ (fun i => 1 + d i) (Finset.mem_univ k)
    have hP : ∏ i ∈ Finset.univ.erase k, d i ≤ ∏ i ∈ Finset.univ.erase k, (1 + d i) :=
      Finset.prod_le_prod (fun i _ => hd i) (fun i _ => by linarith)
    have hQ : 1 ≤ ∏ i ∈ Finset.univ.erase k, (1 + d i) :=
      calc (1 : ℝ) = ∏ i ∈ Finset.univ.erase k, (1 : ℝ) := by simp
        _ ≤ _ := Finset.prod_le_prod (fun i _ => zero_le_one) (fun i _ => by linarith [hd i])
    rw [← e1, ← e2]
    nlinarith [mul_le_mul_of_nonneg_left hP (hd k)]
  exact_mod_cast hreal

/-- The determinant is superadditive on positive semidefinite matrices of size at least one. -/
theorem det_add_det_le [Nonempty n] {S₁ S₂ : Matrix n n ℂ}
    (h₁ : S₁.PosSemidef) (h₂ : S₂.PosSemidef) : S₁.det + S₂.det ≤ (S₁ + S₂).det := by
  have key : ∀ A B : Matrix n n ℂ, A.PosSemidef → B.PosSemidef → A.det ≠ 0 →
      A.det + B.det ≤ (A + B).det := by
    intro A B hA hB hdet
    -- factor `A = C Cᴴ`
    obtain ⟨C, hC⟩ : ∃ C : Matrix n n ℂ, A = C * Cᴴ := by
      obtain ⟨U, d, -, hd, hAd⟩ := exists_eigenmodes hA
      let Q : Matrix n n ℂ := Matrix.diagonal fun i => (Real.sqrt (d i) : ℂ)
      have hQ : Q * Qᴴ = Matrix.diagonal fun i => (d i : ℂ) := by
        rw [Matrix.diagonal_conjTranspose, Matrix.diagonal_mul_diagonal]
        refine congrArg Matrix.diagonal (funext fun i => ?_)
        change (Real.sqrt (d i) : ℂ) * conj (Real.sqrt (d i) : ℂ) = _
        rw [Complex.conj_ofReal, ← Complex.ofReal_mul, Real.mul_self_sqrt (hd i)]
      refine ⟨U * Q, ?_⟩
      rw [hAd, ← hQ, Matrix.conjTranspose_mul]
      simp only [Matrix.mul_assoc]
    have hCu : IsUnit C.det := by
      rw [isUnit_iff_ne_zero]
      intro h
      exact hdet (by rw [hC, Matrix.det_mul, h, zero_mul])
    have hi : C * C⁻¹ = 1 := Matrix.mul_nonsing_inv C hCu
    have hi' : (C⁻¹)ᴴ * Cᴴ = 1 := by
      rw [← Matrix.conjTranspose_mul, hi, Matrix.conjTranspose_one]
    -- in the basis where `A` is the identity, `B` becomes `T`
    have hT := hB.mul_mul_conjTranspose_same C⁻¹
    have hBT : C * (C⁻¹ * B * (C⁻¹)ᴴ) * Cᴴ = B :=
      calc _ = (C * C⁻¹) * B * ((C⁻¹)ᴴ * Cᴴ) := by simp only [Matrix.mul_assoc]
        _ = B := by rw [hi, hi', Matrix.one_mul, Matrix.mul_one]
    generalize C⁻¹ * B * (C⁻¹)ᴴ = T at hT hBT
    have e1 : A + B = C * (1 + T) * Cᴴ := by
      rw [Matrix.mul_add, Matrix.add_mul, Matrix.mul_one, hBT, ← hC]
    have e2 : (A + B).det = A.det * (1 + T).det := by
      rw [e1, hC]
      simp only [Matrix.det_mul]
      ring
    have e3 : B.det = A.det * T.det := by
      rw [← hBT, hC]
      simp only [Matrix.det_mul]
      ring
    rw [e2, e3]
    calc A.det + A.det * T.det = A.det * (1 + T.det) := by ring
      _ ≤ _ := mul_le_mul_of_nonneg_left (one_add_det_le hT) hA.det_nonneg
  by_cases a : S₁.det = 0
  · by_cases b : S₂.det = 0
    · rw [a, b, add_zero]
      exact (h₁.add h₂).det_nonneg
    · rw [add_comm S₁.det, add_comm S₁]
      exact key _ _ h₂ h₁ b
  · exact key _ _ h₁ h₂ a

/-- The weight of a Slater determinant on configurations with all particles in `R` is the
determinant of the overlap matrix of `R`. -/
theorem probAllIn_eq_det (φ : Matrix X n ℂ) (R : Finset X) :
    (probAllIn φ R : ℂ) = (regionOverlap φ R).det := by
  have hD : ∀ x : n → X, (φ.submatrix x id).det =
      ∑ σ : Equiv.Perm n, ε(σ) * ∏ i, φ (x i) (σ i) := by
    intro x
    rw [← Matrix.det_transpose, Matrix.det_apply']
    rfl
  have key : (regionOverlap φ R).det = ∑ x ∈ Fintype.piFinset (fun _ : n => R),
      (∏ i, φ (x i) i) * conj (φ.submatrix x id).det := by
    rw [Matrix.det_apply']
    simp only [regionOverlap, Matrix.of_apply, Finset.prod_univ_sum, Finset.mul_sum]
    rw [Finset.sum_comm]
    refine Finset.sum_congr rfl fun x _ => ?_
    rw [hD x, map_sum, Finset.mul_sum]
    refine Finset.sum_congr rfl fun σ _ => ?_
    rw [map_mul, map_intCast, map_prod, Finset.prod_mul_distrib]
    ring
  -- relabelling the particles: every permutation contributes the same amount
  have hσ : ∀ σ : Equiv.Perm n, ∑ x ∈ Fintype.piFinset (fun _ : n => R),
      (ε(σ) * ∏ i, φ (x i) (σ i)) * conj (φ.submatrix x id).det =
      (regionOverlap φ R).det := by
    intro σ
    rw [key]
    symm
    refine Finset.sum_equiv (Equiv.arrowCongr σ.symm (Equiv.refl X)) ?_ ?_
    · intro y
      simp only [Fintype.mem_piFinset]
      exact ⟨fun h i => h (σ i), fun h i => by simpa using h (σ.symm i)⟩
    · intro y _
      have hdet : (φ.submatrix (y ∘ σ) id).det = ε(σ) * (φ.submatrix y id).det :=
        Matrix.det_permute σ (φ.submatrix y id)
      have hprod : ∏ i, φ (y (σ i)) (σ i) = ∏ i, φ (y i) i :=
        Equiv.prod_comp σ (fun i => φ (y i) i)
      have hs : ε(σ) * ε(σ) = 1 := by
        rcases Int.units_eq_one_or (Equiv.Perm.sign σ) with h | h <;> simp [h]
      change _ = (ε(σ) * ∏ i, φ (y (σ i)) (σ i)) * conj (φ.submatrix (y ∘ σ) id).det
      rw [hprod, hdet, map_mul, map_intCast]
      linear_combination (-(∏ i, φ (y i) i) * conj (φ.submatrix y id).det) * hs
  have hsum : ∑ x ∈ Fintype.piFinset (fun _ : n => R),
      ((‖(φ.submatrix x id).det‖ ^ 2 : ℝ) : ℂ) =
      (Nat.factorial (Fintype.card n) : ℂ) * (regionOverlap φ R).det := by
    calc _ = ∑ x ∈ Fintype.piFinset (fun _ : n => R), ∑ σ : Equiv.Perm n,
          (ε(σ) * ∏ i, φ (x i) (σ i)) * conj (φ.submatrix x id).det := by
          refine Finset.sum_congr rfl fun x _ => ?_
          rw [← Finset.sum_mul, ← hD x, Complex.mul_conj, Complex.normSq_eq_norm_sq]
      _ = ∑ σ : Equiv.Perm n, (regionOverlap φ R).det := by
          rw [Finset.sum_comm]
          exact Finset.sum_congr rfl fun σ _ => hσ σ
      _ = _ := by simp [Finset.card_univ, Fintype.card_perm]
  have hN : (Nat.factorial (Fintype.card n) : ℂ) ≠ 0 :=
    Nat.cast_ne_zero.2 (Nat.factorial_ne_zero _)
  rw [probAllIn, Complex.ofReal_div, Complex.ofReal_sum, hsum, Complex.ofReal_natCast,
    mul_div_cancel_left₀ _ hN]

omit [Fintype n] [DecidableEq n] in
/-- The overlap matrix of any region is positive semidefinite. -/
theorem regionOverlap_posSemidef [Finite n] (φ : Matrix X n ℂ) (R : Finset X) :
    (regionOverlap φ R).PosSemidef := by
  have h : regionOverlap φ R = (φ.submatrix (Subtype.val : {x // x ∈ R} → X) id)ᴴ *
      φ.submatrix (Subtype.val : {x // x ∈ R} → X) id := by
    ext i j
    exact (Finset.sum_coe_sort R (fun x => conj (φ x i) * φ x j)).symm
  rw [h]
  exact Matrix.posSemidef_conjTranspose_mul_self _

variable [Fintype X] [DecidableEq X]

omit [Fintype n] in
/-- For orthonormal orbitals the overlap matrices of a region and its complement sum to one. -/
theorem regionOverlap_add_compl {φ : Matrix X n ℂ} (hφ : φᴴ * φ = 1) (R : Finset X) :
    regionOverlap φ R + regionOverlap φ Rᶜ = 1 := by
  rw [← hφ]
  ext i j
  exact Finset.sum_add_sum_compl R (fun x => conj (φ x i) * φ x j)

/-- For at least one fermion in orthonormal orbitals, the probabilities of finding all of them
in a region and all of them in its complement sum to at most one. -/
theorem probAllIn_add_compl_le_one [Nonempty n] {φ : Matrix X n ℂ} (hφ : φᴴ * φ = 1)
    (R : Finset X) : probAllIn φ R + probAllIn φ Rᶜ ≤ 1 := by
  have h := det_add_det_le (regionOverlap_posSemidef φ R) (regionOverlap_posSemidef φ Rᶜ)
  rw [regionOverlap_add_compl hφ, Matrix.det_one, ← probAllIn_eq_det, ← probAllIn_eq_det] at h
  exact_mod_cast h

end FermionRegionProbability
```

```lean
#print axioms FermionRegionProbability.probAllIn_add_compl_le_one
```

```
'FermionRegionProbability.probAllIn_add_compl_le_one' depends on axioms: [propext, Classical.choice, Quot.sound]
```

## Orbitals, regions and two inequalities

The theorem `probAllIn_add_compl_le_one` states this bound for any number $N\ge1$ of fermions in orthonormal orbitals on finitely many sites. The events are disjoint, so the bound is expected; here it follows from a matrix inequality, `det_add_det_le`:

$$\det S_1+\det S_2\le\det(S_1+S_2)$$

for all positive semidefinite complex $N\times N$ matrices.

In Lean, `n` is the type that labels the orbitals and also the particles; the number $N$ is `Fintype.card n`, and `[Nonempty n]` says $N\ge1$. The type `X` holds the sites, which may include spin. Column $j$ of `φ` is an orbital, and `φᴴ * φ = 1` is orthonormality. The order on complex numbers compares real parts and requires equal imaginary parts.

`regionOverlap φ R` is $S_{ij}=\sum_{x\in R}\overline{\varphi(x,i)}\,\varphi(x,j)$. Independently of it, `probAllIn φ R` sums $|D(x)|^2/N!$ over ordered positions $x_i\in R$, where $D(x)=\det[\varphi(x_i,j)]$. It is defined for any `φ`; orthonormality of the orbitals ensures that it is a probability.

The determinant formula is proved for a single Slater determinant, such as a Hartree–Fock state. The bound itself also holds for correlated states, because the two events are disjoint for any $N\ge1$. Orbitals in continuous space require a further step, from sums over sites to integrals.

## The probability is a determinant

`probAllIn_eq_det` expands one factor of $|D(x)|^2$ over permutations $\sigma$:

$$\sum_x|D(x)|^2=\sum_\sigma\sum_x \operatorname{sgn}\sigma\prod_i\varphi(x_i,\sigma(i))\,\overline{D(x)}.$$

Relabel the particles by $x_i=y_{\sigma(i)}$, which is the `Finset.sum_equiv` step. The product becomes $\prod_i\varphi(y_i,i)$ and $D(x)=\operatorname{sgn}\sigma\,D(y)$, so the signs cancel. Each of the $N!$ permutations therefore contributes

$$\sum_y\prod_i\varphi(y_i,i)\,\overline{D(y)}=\sum_\tau\operatorname{sgn}\tau\prod_iS_{\tau(i)i}=\det S,$$

where $\overline{D(y)}$ was expanded over permutations $\tau$ and each $y_i$ summed over $R$. Dividing by $N!$ gives the probability.

## Superadditivity from eigenvalues

Let $T$ be positive semidefinite with eigenvalues $d_i\ge0$, supplied by `exists_eigenmodes`. By `det_unitary_diagonal`, the determinants of $T$ and $1+T$ are $\prod_i d_i$ and $\prod_i(1+d_i)$. Split off one eigenvalue $d_k$ and write $P=\prod_{i\ne k}d_i$, $Q=\prod_{i\ne k}(1+d_i)$. Since $Q\ge1$ and $Q\ge P$,

$$\det(1+T)=Q+d_kQ\ge1+d_kP=1+\det T.$$

This is `one_add_det_le`; `nlinarith` performs the last estimate.

Now suppose $S_1$ is invertible. Taking square roots of its eigenvalues gives $S_1=CC^\dagger$ with $C$ invertible. Set $T=C^{-1}S_2(C^{-1})^\dagger$, which is again positive semidefinite. Then $S_1+S_2=C(1+T)C^\dagger$, and

$$\det(S_1+S_2)=\det S_1\det(1+T)\ge\det S_1(1+\det T)=\det S_1+\det S_2.$$

The two `by_cases` lines treat the rest. If only $S_2$ is invertible, the roles are exchanged; if both are singular, the left side is zero and the right side is nonnegative.

For the fermions, write $\varphi_R$ for the rows of $\varphi$ in $R$. Then $S=\varphi_R^\dagger\varphi_R$ is positive semidefinite, and so is the overlap matrix of the complement. Orthonormality makes the two sum to $1$, whose determinant is $1$, and the bound follows.

## One fermion, and two on a chain

For $N=1$ the sum is exactly 1: the particle is on one side or the other. For $N=0$ both determinants equal 1 and the sum would be 2, hence the condition $N\ge1$.

In a tight-binding model with an orthonormal site basis, $S$ comes from the coefficient rows of the sites in $R$. Take an open three-site chain with equal site energies and hopping amplitude $-t$, $t>0$, between neighbours, and put two spinless fermions in its two lowest orbitals, $(\tfrac12,\tfrac1{\sqrt2},\tfrac12)$ and $(\tfrac1{\sqrt2},0,-\tfrac1{\sqrt2})$. For the first two sites,

$$\det S=\tfrac34\cdot\tfrac12-\left(\tfrac1{2\sqrt2}\right)^2=\tfrac14.$$

For the third site the determinant is $\tfrac14\cdot\tfrac12-\tfrac18=0$, as the Pauli principle demands. The sum is $\tfrac14$; with probability $\tfrac34$ the fermions are on different sides.
